# Infinitely many orthonormal two-electron determinants with the same one-dimensional density and zero total current

## Density, orbitals and units

Let $n$ be the density of two equal-spin electrons on a segment $[a,b]$, for which a time-dependent Kohn–Sham calculation needs an initial determinant with the right density and the right initial $\partial_t n$. Assume that $n$ is continuous and positive on $[a,b]$, differentiable inside, and has integral 2. Positivity at the endpoints excludes a box with hard walls, where $n$ vanishes; a ring cut open at one point is allowed. In atomic units, define for every integer $k$

$$f(x)=\pi\int_a^x n(t)\,dt,\qquad \varphi_k=\sqrt{n/2}\;e^{ikf},\qquad j_k=\operatorname{Im}(\varphi_k^*\varphi_k').$$

The determinant of the pair $\varphi_k,\varphi_{-k}$ is

$$\Phi_k(x,y)=\frac{\varphi_k(x)\varphi_{-k}(y)-\varphi_{-k}(x)\varphi_k(y)}{\sqrt2}.$$

## Equal densities and vanishing density rate

For all integers $k,l\ge1$,

$$\langle\Phi_k|\Phi_l\rangle=\delta_{kl},\qquad |\varphi_k|^2+|\varphi_{-k}|^2=n,\qquad j_k+j_{-k}=0,$$

where the current identity holds in the interior. If both orbitals obey the Schrödinger equation with a real potential at an interior point, then $\partial_t n=0$ there at the initial time.

## Restarting a propagation from a density

Even for two non-interacting electrons in one dimension, a restart file that holds only $n$ and $\partial_t n=0$ does not determine the determinant. Storing the orbitals fixes it, and storing its one-particle density matrix fixes it up to a phase.

Van Leeuwen's construction of a Kohn–Sham potential takes an initial state with the correct $n$ and $\partial_t n$ as input. For $\partial_t n=0$, the determinants here are candidates for such inputs when $n$ is smooth enough and the orbitals meet the boundary conditions of the problem; no potential is constructed.

## From the phase to the density rate

The phase satisfies $f'=\pi n$, $f(a)=0$ and $f(b)=2\pi$. With $m=l-k$,

$$\varphi_k^*\varphi_l=\frac n2e^{imf}.$$

For $m=0$ the integral is 1. For $m\ne0$,

$$\int_a^b\frac n2e^{imf}dx=\left[\frac{e^{imf}}{2\pi i m}\right]_a^b=0.$$

The product $\Phi_k^*\Phi_l$ has four terms, each with a factor $1/2$. The two direct terms integrate to the same value, and so do the two exchange terms:

$$\langle\Phi_k|\Phi_l\rangle=\langle\varphi_k|\varphi_l\rangle\langle\varphi_{-k}|\varphi_{-l}\rangle-\langle\varphi_k|\varphi_{-l}\rangle\langle\varphi_{-k}|\varphi_l\rangle=\delta_{kl}.$$

The exchange part vanishes because $k\ne-l$ for positive $k,l$.

Each orbital has density $n/2$, so a pair has density $n$. With $A=\sqrt{n/2}$,

$$\varphi_k'=(A'+ik\pi nA)e^{ikf},\qquad j_k=k\pi nA^2=\frac{k\pi n^2}{2},$$

and opposite $k$ cancel.

For an orbital $\psi$ with $i\partial_t\psi=-\psi''/2+v\psi$ and real $v$,

$$\partial_t|\psi|^2=2\operatorname{Re}(\psi^*\partial_t\psi)=-\operatorname{Im}(\psi^*\psi'')=-\partial_x\operatorname{Im}(\psi^*\psi').$$

The total current vanishes throughout a neighbourhood of each interior point, so its slope vanishes there, and with it $\partial_t n$.

**A numerical instance.** Take $n=2+\cos2\pi x$ on a ring of length 1, cut open to $[0,1]$. Then $f=2\pi x+\tfrac12\sin2\pi x$, and every $\varphi_k$ is periodic. At $x=1/2$, $n=1$ and $f=\pi$. Both orbitals of the pair $k=1$ have the value $-1/\sqrt2$ there, with currents $\pm\pi/2$; both orbitals of the pair $k=2$ have the value $1/\sqrt2$, with currents $\pm\pi$. Each pair has density $1/2+1/2=1$ and total current 0.

**A complex potential.** The density rate need not vanish if $v$ may be complex. Take $n=2$ on $[0,1]$ and the constant absorber $v=-i\eta$ with $\eta>0$. The orbitals $e^{\pm2\pi ikx}$ acquire a common factor of modulus $e^{-\eta t}$, so the density is $2e^{-2\eta t}$ and its initial rate is $-4\eta$.

## The Lean file

```lean
import Mathlib

open Set MeasureTheory
open Complex (I)
open scoped Real Topology ComplexConjugate

namespace KohnShamInitialStates

noncomputable section

/-- A two-electron density on `[a, b]`: continuous and positive there, differentiable in the
interior, with integral 2. -/
structure TwoElectronDensity (n : ℝ → ℝ) (a b : ℝ) : Prop where
  le : a ≤ b
  cont : ContinuousOn n (Icc a b)
  pos : ∀ x ∈ Icc a b, 0 < n x
  diff : ∀ x ∈ Ioo a b, DifferentiableAt ℝ n x
  total : ∫ x in a..b, n x = 2

/-- The phase function: `π` times the integral of `n` from `a` to `x`. -/
def phase (n : ℝ → ℝ) (a x : ℝ) : ℝ := π * ∫ t in a..x, n t

/-- The orbital `√(n/2) exp(i k f)`, with `f` the phase function; it is meant for use where `n ≥ 0`.
-/
def orbital (n : ℝ → ℝ) (a : ℝ) (k : ℤ) (x : ℝ) : ℂ :=
  (Real.sqrt (n x / 2) : ℂ) * Complex.exp (I * k * (phase n a x : ℂ))

/-- The current `Im (φ* φ')` of a differentiable orbital, in atomic units. -/
def current (φ : ℝ → ℂ) (x : ℝ) : ℝ := (conj (φ x) * deriv φ x).im

/-- The overlap integral of two orbitals on `[a, b]`. -/
def overlap (a b : ℝ) (φ χ : ℝ → ℂ) : ℂ := ∫ x in a..b, conj (φ x) * χ x

/-- The Slater determinant of two orbitals occupied by electrons of equal spin. -/
def slater (φ χ : ℝ → ℂ) (x y : ℝ) : ℂ :=
  (φ x * χ y - χ x * φ y) / (Real.sqrt 2 : ℂ)

/-- At time `t` and position `x` the orbital `ψ` has the derivatives that occur in the
Schrödinger equation `i ∂ψ/∂t = -ψ''/2 + v ψ`, and satisfies it. -/
def EvolvesAt (v : ℝ → ℝ) (ψ : ℝ → ℝ → ℂ) (t x : ℝ) : Prop :=
  ∃ (g : ℝ → ℂ) (d : ℂ), (∀ᶠ y in 𝓝 x, HasDerivAt (ψ t) (g y) y) ∧ HasDerivAt g d x ∧
    HasDerivAt (fun s => ψ s x) (-I * ((v x : ℂ) * ψ t x - d / 2)) t

variable {n : ℝ → ℝ} {a b : ℝ}

/-- The phase function of a two-electron density is continuous on `[a, b]`, and its slope in
the interior is `π n`. -/
theorem phase_regular (h : TwoElectronDensity n a b) :
    ContinuousOn (phase n a) (Icc a b) ∧
      ∀ x ∈ Ioo a b, HasDerivAt (phase n a) (π * n x) x := by
  constructor
  · have hi : IntervalIntegrable n volume a b :=
      ContinuousOn.intervalIntegrable (by rw [uIcc_of_le h.le]; exact h.cont)
    have hc := intervalIntegral.continuousOn_primitive_interval' hi left_mem_uIcc
    rw [uIcc_of_le h.le] at hc
    exact continuousOn_const.mul hc
  · intro x hx
    have hi : IntervalIntegrable n volume a x := ContinuousOn.intervalIntegrable (by
      rw [uIcc_of_le hx.1.le]
      exact h.cont.mono (Icc_subset_Icc_right hx.2.le))
    exact (intervalIntegral.integral_hasDerivAt_right hi
      ((h.cont.mono Ioo_subset_Icc_self).stronglyMeasurableAtFilter isOpen_Ioo x hx)
      (h.cont.continuousAt (Icc_mem_nhds hx.1 hx.2))).const_mul π

/-- Where `n ≥ 0`, the product `φ_k* φ_l` is `n/2` times a pure phase. -/
theorem orbital_mul (k l : ℤ) {x : ℝ} (hx : 0 ≤ n x) :
    conj (orbital n a k x) * orbital n a l x =
      ((n x / 2 : ℝ) : ℂ) * Complex.exp (I * ((l : ℂ) - k) * (phase n a x : ℂ)) := by
  have e : Complex.exp (I * ((l : ℂ) - k) * (phase n a x : ℂ)) =
      Complex.exp (-I * k * (phase n a x : ℂ)) * Complex.exp (I * l * (phase n a x : ℂ)) := by
    rw [← Complex.exp_add]
    congr 1
    ring
  have s : (Real.sqrt (n x / 2) : ℂ) * (Real.sqrt (n x / 2) : ℂ) = ((n x / 2 : ℝ) : ℂ) := by
    rw [← Complex.ofReal_mul, Real.mul_self_sqrt (by positivity)]
  simp only [orbital, map_mul, Complex.conj_ofReal, ← Complex.exp_conj, Complex.conj_I,
    map_intCast]
  rw [e, ← s]
  ring

/-- The orbitals of a two-electron density are orthonormal. -/
theorem orbital_overlap (h : TwoElectronDensity n a b) (k l : ℤ) :
    overlap a b (orbital n a k) (orbital n a l) = if k = l then 1 else 0 := by
  have e : overlap a b (orbital n a k) (orbital n a l) = ∫ x in a..b,
      ((n x / 2 : ℝ) : ℂ) * Complex.exp (I * ((l : ℂ) - k) * (phase n a x : ℂ)) := by
    refine intervalIntegral.integral_congr (fun x hx => ?_)
    rw [uIcc_of_le h.le] at hx
    exact orbital_mul k l (h.pos x hx).le
  rw [e]
  split_ifs with hkl
  · subst hkl
    simp only [sub_self, mul_zero, zero_mul, Complex.exp_zero, mul_one]
    rw [intervalIntegral.integral_ofReal, intervalIntegral.integral_div, h.total]
    norm_num
  · have hm : (l : ℂ) - k ≠ 0 := sub_ne_zero.mpr (by exact_mod_cast Ne.symm hkl)
    have hden : 2 * (π : ℂ) * I * ((l : ℂ) - k) ≠ 0 :=
      mul_ne_zero (mul_ne_zero (mul_ne_zero two_ne_zero
        (Complex.ofReal_ne_zero.mpr Real.pi_ne_zero)) Complex.I_ne_zero) hm
    have hE : ContinuousOn
        (fun x => Complex.exp (I * ((l : ℂ) - k) * (phase n a x : ℂ))) (Icc a b) :=
      (continuousOn_const.mul
        (Complex.continuous_ofReal.comp_continuousOn (phase_regular h).1)).cexp
    -- the integrand is the derivative of a phase that returns to its initial value
    have key := intervalIntegral.integral_eq_sub_of_hasDerivAt_of_le h.le
      (hE.div_const (2 * (π : ℂ) * I * ((l : ℂ) - k)))
      (f' := fun x => ((n x / 2 : ℝ) : ℂ) *
        Complex.exp (I * ((l : ℂ) - k) * (phase n a x : ℂ)))
      (fun x hx => ((((phase_regular h).2 x hx).ofReal_comp.const_mul
        (I * ((l : ℂ) - k))).cexp.div_const _).congr_deriv (by
          rw [div_eq_iff hden]
          push_cast
          ring))
      (ContinuousOn.intervalIntegrable (by
        rw [uIcc_of_le h.le]
        exact (Complex.continuous_ofReal.comp_continuousOn (h.cont.div_const 2)).mul hE))
    have hb : phase n a b = π * 2 := by rw [phase, h.total]
    have ha : phase n a a = 0 := by simp [phase]
    have he : Complex.exp (I * ((l : ℂ) - k) * ((π * 2 : ℝ) : ℂ)) = 1 :=
      Complex.exp_eq_one_iff.mpr ⟨l - k, by push_cast; ring⟩
    refine key.trans ?_
    simp only [hb, ha, he, Complex.ofReal_zero, mul_zero, Complex.exp_zero, sub_self]

/-- For continuous orbitals, the overlap of two Slater determinants is the determinant of the
orbital overlaps. -/
theorem slater_overlap (hab : a ≤ b) {φ χ φ' χ' : ℝ → ℂ}
    (h₁ : ContinuousOn φ (Icc a b)) (h₂ : ContinuousOn χ (Icc a b))
    (h₃ : ContinuousOn φ' (Icc a b)) (h₄ : ContinuousOn χ' (Icc a b)) :
    ∫ x in a..b, ∫ y in a..b, conj (slater φ χ x y) * slater φ' χ' x y =
      overlap a b φ φ' * overlap a b χ χ' - overlap a b φ χ' * overlap a b χ φ' := by
  have J : ∀ {f g : ℝ → ℂ}, ContinuousOn f (Icc a b) → ContinuousOn g (Icc a b) →
      IntervalIntegrable (fun x => conj (f x) * g x) volume a b := fun hf hg =>
    ContinuousOn.intervalIntegrable (by
      rw [uIcc_of_le hab]
      exact (Complex.continuous_conj.comp_continuousOn hf).mul hg)
  -- linearity of the integral over the two direct and two exchange terms
  have L : ∀ {f₁ f₂ f₃ f₄ : ℝ → ℂ}, IntervalIntegrable f₁ volume a b →
      IntervalIntegrable f₂ volume a b → IntervalIntegrable f₃ volume a b →
      IntervalIntegrable f₄ volume a b → ∀ c₁ c₂ c₃ c₄ : ℂ,
      ∫ x in a..b, (c₁ * f₁ x - c₂ * f₂ x - c₃ * f₃ x + c₄ * f₄ x) =
        c₁ * (∫ x in a..b, f₁ x) - c₂ * (∫ x in a..b, f₂ x) - c₃ * (∫ x in a..b, f₃ x)
          + c₄ * (∫ x in a..b, f₄ x) := by
    intro f₁ f₂ f₃ f₄ i₁ i₂ i₃ i₄ c₁ c₂ c₃ c₄
    have s₂ : IntervalIntegrable (fun x => c₁ * f₁ x - c₂ * f₂ x) volume a b :=
      (i₁.const_mul c₁).sub (i₂.const_mul c₂)
    have s₃ : IntervalIntegrable (fun x => c₁ * f₁ x - c₂ * f₂ x - c₃ * f₃ x) volume a b :=
      s₂.sub (i₃.const_mul c₃)
    rw [intervalIntegral.integral_add s₃ (i₄.const_mul c₄),
      intervalIntegral.integral_sub s₂ (i₃.const_mul c₃),
      intervalIntegral.integral_sub (i₁.const_mul c₁) (i₂.const_mul c₂)]
    simp only [intervalIntegral.integral_const_mul]
  have h2 : (Real.sqrt 2 : ℂ) * (Real.sqrt 2 : ℂ) = 2 := by
    rw [← Complex.ofReal_mul, Real.mul_self_sqrt (by norm_num)]
    norm_num
  have e : ∀ x y, conj (slater φ χ x y) * slater φ' χ' x y =
      (conj (φ x) * φ' x / 2) * (conj (χ y) * χ' y)
      - (conj (φ x) * χ' x / 2) * (conj (χ y) * φ' y)
      - (conj (χ x) * φ' x / 2) * (conj (φ y) * χ' y)
      + (conj (χ x) * χ' x / 2) * (conj (φ y) * φ' y) := by
    intro x y
    simp only [slater, map_div₀, map_sub, map_mul, Complex.conj_ofReal]
    rw [div_mul_div_comm, h2]
    ring
  have hin : ∀ x, ∫ y in a..b, conj (slater φ χ x y) * slater φ' χ' x y =
      (overlap a b χ χ' / 2) * (conj (φ x) * φ' x)
      - (overlap a b χ φ' / 2) * (conj (φ x) * χ' x)
      - (overlap a b φ χ' / 2) * (conj (χ x) * φ' x)
      + (overlap a b φ φ' / 2) * (conj (χ x) * χ' x) := by
    intro x
    simp only [e]
    refine (L (J h₂ h₄) (J h₂ h₃) (J h₁ h₄) (J h₁ h₃) _ _ _ _).trans ?_
    simp only [overlap]
    ring
  simp only [hin]
  refine (L (J h₁ h₃) (J h₁ h₄) (J h₂ h₃) (J h₂ h₄) _ _ _ _).trans ?_
  simp only [overlap]
  ring

/-- In the interior, the orbital `φ_k` of a two-electron density carries the current
`k π n² / 2`. -/
theorem orbital_current (h : TwoElectronDensity n a b) (k : ℤ) {x : ℝ} (hx : x ∈ Ioo a b) :
    current (orbital n a k) x = k * π * n x ^ 2 / 2 := by
  have hn : 0 < n x / 2 := half_pos (h.pos x (Ioo_subset_Icc_self hx))
  obtain ⟨A', hA⟩ : ∃ A', HasDerivAt (fun y => Real.sqrt (n y / 2)) A' x :=
    ⟨_, ((h.diff x hx).hasDerivAt.div_const 2).sqrt hn.ne'⟩
  have hd := (hA.ofReal_comp.fun_mul
    (((phase_regular h).2 x hx).ofReal_comp.const_mul (I * (k : ℂ))).cexp).deriv
  change deriv (orbital n a k) x = _ at hd
  have hE : conj (Complex.exp (I * k * (phase n a x : ℂ))) *
      Complex.exp (I * k * (phase n a x : ℂ)) = 1 := by
    rw [← Complex.exp_conj, ← Complex.exp_add]
    simp
  have hs : (Real.sqrt (n x / 2) : ℂ) * (Real.sqrt (n x / 2) : ℂ) = (n x : ℂ) / 2 := by
    rw [← Complex.ofReal_mul, Real.mul_self_sqrt hn.le]
    simp
  -- the amplitude gives the real part, the phase gradient the imaginary part
  have e : conj (orbital n a k x) * deriv (orbital n a k) x =
      ((Real.sqrt (n x / 2) * A' : ℝ) : ℂ) + ((k * π * n x ^ 2 / 2 : ℝ) : ℂ) * I := by
    rw [hd]
    simp only [orbital, map_mul, Complex.conj_ofReal, Complex.ofReal_mul, Complex.ofReal_div,
      Complex.ofReal_pow, Complex.ofReal_intCast, Complex.ofReal_ofNat]
    linear_combination ((Real.sqrt (n x / 2) : ℂ) * A' + (Real.sqrt (n x / 2) : ℂ) *
      (Real.sqrt (n x / 2) : ℂ) * I * k * π * n x) * hE + (I * k * π * n x) * hs
  rw [current, e]
  simp only [Complex.add_im, Complex.ofReal_im, Complex.mul_im, Complex.ofReal_re,
    Complex.I_im, Complex.I_re, mul_one, mul_zero, add_zero, zero_add]

/-- The continuity equation: where an orbital obeys the Schrödinger equation with a real
potential, its density changes at minus the slope of its current. -/
theorem continuity_equation {v : ℝ → ℝ} {ψ : ℝ → ℝ → ℂ} {t x : ℝ} (h : EvolvesAt v ψ t x) :
    ∃ r, HasDerivAt (fun s => Complex.normSq (ψ s x)) (-r) t ∧
      HasDerivAt (current (ψ t)) r x := by
  obtain ⟨g, d, hg, hd, ht⟩ := h
  have re : ∀ {u : ℝ → ℂ} {u' : ℂ} {s : ℝ}, HasDerivAt u u' s →
      HasDerivAt (fun r => (u r).re) u'.re s :=
    fun hu => Complex.reCLM.hasFDerivAt.comp_hasDerivAt _ hu
  have im : ∀ {u : ℝ → ℂ} {u' : ℂ} {s : ℝ}, HasDerivAt u u' s →
      HasDerivAt (fun r => (u r).im) u'.im s :=
    fun hu => Complex.imCLM.hasFDerivAt.comp_hasDerivAt _ hu
  refine ⟨(conj (ψ t x) * d).im, ?_, ?_⟩
  · simp only [Complex.normSq_apply]
    refine (((re ht).fun_mul (re ht)).fun_add ((im ht).fun_mul (im ht))).congr_deriv ?_
    simp only [Complex.mul_re, Complex.mul_im, Complex.neg_re, Complex.neg_im, Complex.sub_re,
      Complex.sub_im, Complex.I_re, Complex.I_im, Complex.ofReal_re, Complex.ofReal_im,
      Complex.conj_re, Complex.conj_im, Complex.div_ofNat_re, Complex.div_ofNat_im]
    ring
  · have hp := hg.self_of_nhds
    refine HasDerivAt.congr_of_eventuallyEq ((((re hp).fun_mul (im hd)).fun_sub
      ((im hp).fun_mul (re hd))).congr_deriv ?_) (hg.mono fun y hy => ?_)
    · simp only [Complex.mul_im, Complex.conj_re, Complex.conj_im]
      ring
    · simp only [current, hy.deriv, Complex.mul_im, Complex.conj_re, Complex.conj_im]
      ring

/-- The pair `φ_k, φ_(-k)` of a two-electron density has total density `n` on `[a, b]` and
zero total current in the interior. -/
theorem pair_density_current (h : TwoElectronDensity n a b) (k : ℤ) :
    (∀ x ∈ Icc a b, Complex.normSq (orbital n a k x) +
      Complex.normSq (orbital n a (-k) x) = n x) ∧
    ∀ x ∈ Ioo a b, current (orbital n a k) x + current (orbital n a (-k)) x = 0 := by
  constructor
  · intro x hx
    have q : ∀ m : ℤ, Complex.normSq (orbital n a m x) = n x / 2 := by
      intro m
      apply Complex.ofReal_injective
      rw [Complex.normSq_eq_conj_mul_self, orbital_mul m m (h.pos x hx).le, sub_self,
        mul_zero, zero_mul, Complex.exp_zero, mul_one]
    rw [q, q]
    ring
  · intro x hx
    rw [orbital_current h k hx, orbital_current h (-k) hx]
    push_cast
    ring

/-- For a two-electron density `n` on `[a, b]`, the determinants of the pairs `φ_k, φ_(-k)` with
`k ≥ 1` are orthonormal. Every such pair has density `n` on `[a, b]`, and at each interior point
where both orbitals start to evolve by the Schrödinger equation in a common real potential, the
initial rate of change of the pair's density is zero. -/
theorem infinitely_many_initial_states (h : TwoElectronDensity n a b) :
    (∀ k l : ℤ, 1 ≤ k → 1 ≤ l → ∫ x in a..b, ∫ y in a..b,
      conj (slater (orbital n a k) (orbital n a (-k)) x y) *
        slater (orbital n a l) (orbital n a (-l)) x y = if k = l then 1 else 0) ∧
    ∀ k : ℤ, 1 ≤ k →
      (∀ x ∈ Icc a b, Complex.normSq (orbital n a k x) +
        Complex.normSq (orbital n a (-k) x) = n x) ∧
      ∀ (v : ℝ → ℝ) (ψ χ : ℝ → ℝ → ℂ) (t : ℝ), ψ t = orbital n a k →
        χ t = orbital n a (-k) → ∀ x ∈ Ioo a b, EvolvesAt v ψ t x → EvolvesAt v χ t x →
        HasDerivAt (fun s => Complex.normSq (ψ s x) + Complex.normSq (χ s x)) 0 t := by
  refine ⟨fun k l hk hl => ?_, fun k _ => ⟨(pair_density_current h k).1, ?_⟩⟩
  · have c : ∀ m : ℤ, ContinuousOn (orbital n a m) (Icc a b) := fun m =>
      (Complex.continuous_ofReal.comp_continuousOn (h.cont.div_const 2).sqrt).mul
        (continuousOn_const.mul
          (Complex.continuous_ofReal.comp_continuousOn (phase_regular h).1)).cexp
    have hne : k ≠ -l := by omega
    rw [slater_overlap h.le (c k) (c (-k)) (c l) (c (-l))]
    simp only [orbital_overlap h, if_neg hne, zero_mul, sub_zero, neg_inj]
    by_cases hkl : k = l <;> simp [hkl]
  · intro v ψ χ t hψ hχ x hx eψ eχ
    obtain ⟨r, hr, jr⟩ := continuity_equation eψ
    obtain ⟨s, hs, js⟩ := continuity_equation eχ
    rw [hψ] at jr
    rw [hχ] at js
    -- the total current vanishes around `x`, hence so does its slope
    have hz : HasDerivAt
        (fun y => current (orbital n a k) y + current (orbital n a (-k)) y) 0 x :=
      (hasDerivAt_const x (0 : ℝ)).congr_of_eventuallyEq
        (Filter.mem_of_superset (Ioo_mem_nhds hx.1 hx.2) (pair_density_current h k).2)
    have hrs : r + s = 0 := (jr.fun_add js).unique hz
    exact (hr.fun_add hs).congr_deriv (by linarith)

end

end KohnShamInitialStates
```

```lean
#print axioms KohnShamInitialStates.infinitely_many_initial_states
```

```
'KohnShamInitialStates.infinitely_many_initial_states' depends on axioms: [propext, Classical.choice, Quot.sound]
```

## Proved orthonormality, assumed evolution

`TwoElectronDensity` collects the assumptions on $n$; `phase` is $f$ and `orbital n a k` is $\varphi_k$. The final theorem, `infinitely_many_initial_states`, states orthonormality as a double integral over `slater` functions. It takes the density to be the sum of the orbital densities, without deriving it from the determinant.

`EvolvesAt` says that at one time and place the orbital has a first and second space derivative (`g` and `d`) and a two-sided time derivative, related by the Schrödinger equation. The type `ℝ → ℝ` makes the potential real. The conclusion `HasDerivAt … 0 t` then says that the density has a time derivative and that it is zero.

This evolution is a hypothesis, and differentiability of $n$ alone does not provide the second derivative. The step left to the user is the existence of a Kohn–Sham potential and an evolution, with suitable boundary conditions, that reproduce the desired density at later times.

In the proof, `phase_regular` gives $f'=\pi n$, and `orbital_mul` gives the product formula that `orbital_overlap` integrates by the fundamental theorem of calculus. `slater_overlap` expands the four terms for any continuous orbitals. `orbital_current` differentiates amplitude and phase, and `pair_density_current` adds the two orbitals. `continuity_equation` computes both derivatives from real and imaginary parts. The final theorem then uses uniqueness of the derivative: the two current slopes must add up to the slope of a function that is zero near $x$.
